# Attractive contact excitons with mesh-normalised coupling: a union of equal-size meshes never has its onset below the lowest separate onset

Absorption spectra from the Bethe-Salpeter equation often converge slowly with the number of k-points. One economical scheme solves the equation on several shifted coarse meshes and averages the spectra, whereas a larger calculation couples all the points at once. Do the two spectra start at the same energy?

Take one electron-hole pair state per k-point, with real pair energy $e_k$, and on a mesh of $N$ points the Hamiltonian

$$H=\mathrm{diag}(e)-\frac{g}{N}J,\qquad J_{kj}=1,\quad g>0.$$

The constant $g$ is the strength of a short-range attraction, equal between all k-points, and $1/N$ is the weight of one point in a Brillouin-zone average. The union of $M$ such meshes therefore has coupling $g/(NM)$. The onset is the lowest eigenvalue.

In Lean, the types `ι` and `M` index the points of a mesh and the meshes; $N$ and $M$ in the prose are their sizes.

```lean
import Mathlib

open Matrix

namespace ExcitonMeshAveraging

noncomputable section

variable {ι M : Type*} [Fintype ι] [Fintype M]
```

For a trial energy $x$ different from every $e_k$, define

$$S(x)=\frac gN\sum_k\frac1{e_k-x}.$$

```lean
/-- The secular function `(g/N) ∑ 1/(e k - x)` of the contact model, for `x` different from
every pair energy `e k`. -/
def secular (g : ℝ) (e : ι → ℝ) (x : ℝ) : ℝ :=
  g / (Fintype.card ι : ℝ) * ∑ k, (e k - x)⁻¹
```

## (a) Growth below the pair energies

Show that, on a non-empty mesh, $x<y<e_k$ for all $k$ implies $S(x)<S(y)$.

**Solution.** Since $0<e_k-y<e_k-x$, each inverse is larger at $y$. Sum over the mesh and multiply by $g/N>0$. The code compares the sums term by term in the same way.

```lean
/-- Below all pair energies the secular function of an attractive contact interaction
increases strictly. -/
theorem secular_lt [Nonempty ι] {g : ℝ} (hg : 0 < g) {e : ι → ℝ} {x y : ℝ}
    (hxy : x < y) (hy : ∀ k, y < e k) : secular g e x < secular g e y := by
  have hc : (0 : ℝ) < Fintype.card ι := Nat.cast_pos.2 Fintype.card_pos
  refine mul_lt_mul_of_pos_left ?_ (div_pos hg hc)
  refine Finset.sum_lt_sum_of_nonempty Finset.univ_nonempty fun k _ => ?_
  have h1 : 0 < e k - x := by linarith [hy k]
  have h2 : 0 < e k - y := by linarith [hy k]
  exact (inv_lt_inv₀ h1 h2).2 (by linarith)
```

## (b) A root below the pair energies

Show that some $E$ satisfies $E<e_k$ for all $k$ and $S(E)=1$.

**Solution.** Let $e_{k_0}$ be the smallest pair energy. At $x=e_{k_0}-g$ every denominator is at least $g$, so $S\le\frac gN\cdot\frac Ng=1$. At $x=e_{k_0}-g/N$ the term $k_0$ alone contributes $1$ and the others are positive, so $S\ge1$. Between these points $S$ is continuous, and the intermediate value theorem gives $E$. The two bounds are `lo` and `hi`.

```lean
/-- The secular equation has a solution below all pair energies. -/
theorem exists_secular_root [Nonempty ι] {g : ℝ} (hg : 0 < g) (e : ι → ℝ) :
    ∃ E, (∀ k, E < e k) ∧ secular g e E = 1 := by
  obtain ⟨k0, hk0⟩ := Finite.exists_min e
  have hc : (1 : ℝ) ≤ Fintype.card ι := Nat.one_le_cast.2 Fintype.card_pos
  have hc0 : (0 : ℝ) < Fintype.card ι := by linarith
  have hd : 0 < g / (Fintype.card ι : ℝ) := div_pos hg hc0
  have hdg : g / (Fintype.card ι : ℝ) ≤ g := div_le_self hg.le hc
  have cont : ContinuousOn (secular g e)
      (Set.Icc (e k0 - g) (e k0 - g / (Fintype.card ι : ℝ))) := by
    change ContinuousOn (fun x => g / (Fintype.card ι : ℝ) * ∑ k, (e k - x)⁻¹) _
    refine continuousOn_const.mul (continuousOn_finsetSum _ fun k _ => ?_)
    refine ContinuousOn.inv₀ (continuousOn_const.sub continuousOn_id) fun x hx => ?_
    have h : 0 < e k - x := by linarith [hk0 k, hx.2]
    exact h.ne'
  -- at depth `g` the secular function is at most one
  have lo : secular g e (e k0 - g) ≤ 1 := by
    have h1 : ∑ k, (e k - (e k0 - g))⁻¹ ≤ (Fintype.card ι : ℝ) * g⁻¹ := by
      calc ∑ k, (e k - (e k0 - g))⁻¹ ≤ ∑ _k : ι, g⁻¹ :=
            Finset.sum_le_sum fun k _ => inv_anti₀ hg (by linarith [hk0 k])
        _ = (Fintype.card ι : ℝ) * g⁻¹ := by simp
    calc secular g e (e k0 - g)
        ≤ g / (Fintype.card ι : ℝ) * ((Fintype.card ι : ℝ) * g⁻¹) :=
          mul_le_mul_of_nonneg_left h1 hd.le
      _ = 1 := by field_simp
  -- at depth `g / N` the lowest pair energy alone contributes one
  have hi : 1 ≤ secular g e (e k0 - g / (Fintype.card ι : ℝ)) := by
    have h2 := Finset.single_le_sum (s := Finset.univ)
      (f := fun k => (e k - (e k0 - g / (Fintype.card ι : ℝ)))⁻¹)
      (fun k _ => inv_nonneg.2 (by linarith [hk0 k])) (Finset.mem_univ k0)
    calc 1 = g / (Fintype.card ι : ℝ) * (e k0 - (e k0 - g / (Fintype.card ι : ℝ)))⁻¹ := by
          rw [sub_sub_cancel, mul_inv_cancel₀ hd.ne']
      _ ≤ _ := mul_le_mul_of_nonneg_left h2 hd.le
  obtain ⟨E, hE, h⟩ := intermediate_value_Icc (by linarith) cont ⟨lo, hi⟩
  exact ⟨E, fun k => by linarith [hE.2, hk0 k], h⟩
```

## (c) Joining the meshes

Let $S_m$ belong to mesh $m$, with energies $e_{mk}$, and $S_\cup$ to the union. Show that

$$S_\cup(x)=\frac1M\sum_m S_m(x).$$

**Solution.** Split the sum over pairs:

$$\frac{g}{NM}\sum_{m,k}\frac1{e_{mk}-x}=\frac1M\sum_m\frac gN\sum_k\frac1{e_{mk}-x}.$$

The type `e : M → ι → ℝ` makes all meshes equally large. The union is indexed by `M × ι`, so a k-point shared by two meshes counts twice.

```lean
/-- The secular function of the union of equally large meshes is the mean of the secular
functions of the meshes. -/
theorem secular_union (g : ℝ) (e : M → ι → ℝ) (x : ℝ) :
    secular g (fun p : M × ι => e p.1 p.2) x
      = (∑ m, secular g (e m) x) / (Fintype.card M : ℝ) := by
  simp only [secular, Fintype.card_prod, Nat.cast_mul, Fintype.sum_prod_type,
    ← Finset.mul_sum]
  ring
```

## (d) Action of the Hamiltonian

The matrix $H$ is `contactH`.

```lean
variable [DecidableEq ι] [DecidableEq M]

/-- The exciton Hamiltonian `diag(e) - (g/N) J` on a mesh of `N` points, `J` all ones. -/
def contactH (g : ℝ) (e : ι → ℝ) : Matrix ι ι ℝ :=
  Matrix.diagonal e - (g / (Fintype.card ι : ℝ)) • Matrix.of fun _ _ => (1 : ℝ)
```

`IsOnset g e E` says that $E$ is the least real number with a non-zero real eigenvector. Real vectors suffice because $H$ is real and symmetric.

```lean
/-- `E` is the lowest eigenvalue of the exciton Hamiltonian. -/
def IsOnset (g : ℝ) (e : ι → ℝ) (E : ℝ) : Prop :=
  IsLeast {x : ℝ | ∃ v : ι → ℝ, v ≠ 0 ∧ contactH g e *ᵥ v = x • v} E
```

With a constant dipole, the optical amplitude of a state is proportional to the sum of its components. A bright line is an eigenvalue with an eigenvector for which this sum is non-zero.

```lean
/-- The eigenvalues that have an eigenvector with non-zero sum of amplitudes, the optical
amplitude for a constant dipole. -/
def brightLines (g : ℝ) (e : ι → ℝ) : Set ℝ :=
  {x : ℝ | ∃ v : ι → ℝ, ∑ k, v k ≠ 0 ∧ contactH g e *ᵥ v = x • v}
```

Show that $(Hv)_k=e_kv_k-\frac gN\sum_jv_j$.

**Solution.** The diagonal part gives $e_kv_k$, and every row of $J$ sums the components of $v$.

```lean
/-- The contact Hamiltonian multiplies by the pair energy and subtracts the same multiple of
the summed amplitude at every mesh point. -/
theorem contactH_mulVec (g : ℝ) (e v : ι → ℝ) (k : ι) :
    (contactH g e *ᵥ v) k = e k * v k - g / (Fintype.card ι : ℝ) * ∑ j, v j := by
  simp only [contactH, Matrix.mulVec, dotProduct, Matrix.sub_apply, Matrix.smul_apply,
    Matrix.of_apply, smul_eq_mul, mul_one, sub_mul, Finset.sum_sub_distrib, Finset.mul_sum,
    Matrix.diagonal_apply, ite_mul, zero_mul, Finset.sum_ite_eq, Finset.mem_univ, if_true]
```

## (e) Bound states are bright

Bound here means below all pair energies of the mesh; this alone does not imply a bound exciton in the dense limit. Let $Hv=xv$ with $v\ne0$ and $x<e_k$ for all $k$. Show that $\sum_kv_k\neq0$ and $S(x)=1$.

**Solution.** Put $A=\sum_jv_j$. By (d), $(e_k-x)v_k=\frac gNA$. If $A=0$, every $v_k$ vanishes, a contradiction. Otherwise $v_k=\frac gN\frac{A}{e_k-x}$, and summing over $k$ gives $A=A\,S(x)$. Cancel $A$. In the code, `hk` is the componentwise equation and `hsum` the summed one.

```lean
/-- An eigenvector below all pair energies has non-zero summed amplitude, and its eigenvalue
solves the secular equation. -/
theorem bound_state_bright {g : ℝ} {e v : ι → ℝ} {x : ℝ} (hx : ∀ k, x < e k)
    (hv : v ≠ 0) (h : contactH g e *ᵥ v = x • v) :
    ∑ k, v k ≠ 0 ∧ secular g e x = 1 := by
  have hk : ∀ k, (e k - x) * v k = g / (Fintype.card ι : ℝ) * ∑ j, v j := fun k => by
    have h1 := congrFun h k
    rw [contactH_mulVec] at h1
    simp only [Pi.smul_apply, smul_eq_mul] at h1
    linear_combination h1
  have hS : ∑ k, v k ≠ 0 := by
    intro h0
    apply hv
    ext k
    have h1 := hk k
    rw [h0, mul_zero] at h1
    exact (mul_eq_zero.1 h1).resolve_left (sub_pos.2 (hx k)).ne'
  refine ⟨hS, ?_⟩
  -- solve for the amplitudes and sum them
  have hvk : ∀ k, v k = (g / (Fintype.card ι : ℝ) * ∑ j, v j) * (e k - x)⁻¹ := fun k => by
    rw [← hk k, mul_comm (e k - x), mul_assoc, mul_inv_cancel₀ (sub_pos.2 (hx k)).ne', mul_one]
  have hsum : ∑ k, v k = (g / (Fintype.card ι : ℝ) * ∑ j, v j) * ∑ k, (e k - x)⁻¹ :=
    (Finset.sum_congr rfl fun k _ => hvk k).trans (Finset.mul_sum _ _ _).symm
  apply mul_left_cancel₀ hS
  unfold secular
  linear_combination -hsum
```

## (f) The onset as a root

Show that $E$ is the onset exactly when $E<e_k$ for all $k$ and $S(E)=1$.

**Solution.** Let $x$ be such a root and set $v_k=1/(e_k-x)$. Then

$$(Hv)_k=\frac{e_k}{e_k-x}-S(x)=\frac{e_k}{e_k-x}-1=x\,v_k.$$

An eigenvalue $y<x$ would satisfy $S(y)=1=S(x)$ by (e), against (a). So $x$ is the onset; this is `key`. Conversely, (b) supplies a root, which is the onset, and a least element is unique.

```lean
/-- The lowest eigenvalue is exactly the solution of the secular equation below all pair
energies. -/
theorem isOnset_iff [Nonempty ι] {g : ℝ} (hg : 0 < g) {e : ι → ℝ} {E : ℝ} :
    IsOnset g e E ↔ (∀ k, E < e k) ∧ secular g e E = 1 := by
  have key : ∀ x, (∀ k, x < e k) → secular g e x = 1 → IsOnset g e x := by
    intro x hx hs
    refine ⟨⟨fun k => (e k - x)⁻¹, fun h => ?_, ?_⟩, ?_⟩
    · have k : ι := Classical.arbitrary ι
      exact (inv_pos.2 (sub_pos.2 (hx k))).ne' (congrFun h k)
    · ext k
      have h1 : g / (Fintype.card ι : ℝ) * ∑ j, (e j - x)⁻¹ = 1 := hs
      have h2 : (e k - x) * (e k - x)⁻¹ = 1 := mul_inv_cancel₀ (sub_pos.2 (hx k)).ne'
      rw [contactH_mulVec]
      change _ = x * (e k - x)⁻¹
      linear_combination h2 - h1
    · -- a lower eigenvalue would be a second root of a strictly increasing function
      rintro y ⟨v, hv, hy⟩
      by_contra hlt
      have hyx : y < x := not_le.1 hlt
      have h1 := (bound_state_bright (fun k => hyx.trans (hx k)) hv hy).2
      have h2 := secular_lt hg hyx hx
      linarith
  refine ⟨fun h => ?_, fun h => key E h.1 h.2⟩
  obtain ⟨x, hx, hs⟩ := exists_secular_root hg e
  have hEx : E = x := IsLeast.unique h (key x hx hs)
  rw [hEx]
  exact ⟨hx, hs⟩
```

## (g) Position of the union onset

Let $E_m$ be the onset of mesh $m$ and $E$ that of the union. Show that either $E_m<E<E_n$ for some $m,n$, or $E_m=E$ for all $m$.

**Solution.** By (f), $E$ lies below all pair energies and $S_\cup(E)=1$, so (c) gives $\sum_mS_m(E)=M$. By (a), $E_m<E$ implies $S_m(E)>1$, and $E_m>E$ implies $S_m(E)<1$; equality gives $1$. These are `up`, `down` and `same`. If onsets deviated from $E$ to one side only, the sum could not be $M$.

```lean
/-- The onset of the union mesh lies strictly between two of the coarse onsets, or all coarse
onsets are equal to it. -/
theorem union_onset_between [Nonempty ι] [Nonempty M] {g : ℝ} (hg : 0 < g) {e : M → ι → ℝ}
    {Em : M → ℝ} {E : ℝ} (hm : ∀ m, IsOnset g (e m) (Em m))
    (hE : IsOnset g (fun p : M × ι => e p.1 p.2) E) :
    ((∃ m, Em m < E) ∧ ∃ m, E < Em m) ∨ ∀ m, Em m = E := by
  obtain ⟨hlt, hs⟩ := (isOnset_iff hg).1 hE
  have hc : (Fintype.card M : ℝ) ≠ 0 := Nat.cast_ne_zero.2 Fintype.card_ne_zero
  have hsum : ∑ m, secular g (e m) E = ∑ _m : M, (1 : ℝ) := by
    rw [secular_union, div_eq_one_iff_eq hc] at hs
    simpa using hs
  have up : ∀ m, Em m < E → 1 < secular g (e m) E := fun m h => by
    have h1 := secular_lt hg h (fun k => hlt (m, k))
    rwa [((isOnset_iff hg).1 (hm m)).2] at h1
  have down : ∀ m, E < Em m → secular g (e m) E < 1 := fun m h => by
    have h1 := secular_lt hg h ((isOnset_iff hg).1 (hm m)).1
    rwa [((isOnset_iff hg).1 (hm m)).2] at h1
  have same : ∀ m, Em m = E → secular g (e m) E = 1 := fun m h => by
    rw [← h]
    exact ((isOnset_iff hg).1 (hm m)).2
  by_cases hA : ∃ m, Em m < E
  · by_cases hB : ∃ m, E < Em m
    · exact Or.inl ⟨hA, hB⟩
    · exfalso
      obtain ⟨m, h⟩ := hA
      have h1 : ∑ _m : M, (1 : ℝ) < ∑ m, secular g (e m) E :=
        Finset.sum_lt_sum (fun i _ => (not_lt.1 fun hi => hB ⟨i, hi⟩).eq_or_lt.elim
          (fun q => (same i q).ge) (fun q => (up i q).le)) ⟨m, Finset.mem_univ m, up m h⟩
      exact h1.ne hsum.symm
  · right
    intro m
    by_contra hne
    have hge : ∀ i, E ≤ Em i := fun i => not_lt.1 fun hi => hA ⟨i, hi⟩
    have h1 : ∑ m, secular g (e m) E < ∑ _m : M, (1 : ℝ) :=
      Finset.sum_lt_sum (fun i _ => (hge i).eq_or_lt.elim
        (fun q => (same i q.symm).le) (fun q => (down i q).le))
        ⟨m, Finset.mem_univ m, down m (lt_of_le_of_ne (hge m) (Ne.symm hne))⟩
    exact h1.ne hsum
```

## (h) Comparison with the lowest coarse onset

Show that $\min_mE_m\le E$, with equality exactly when $E_m=E_n$ for all $m,n$.

**Solution.** In the first case of (g), the minimum is strictly below $E$ and the onsets differ. In the second, all onsets equal $E$. Lean writes the minimum as `Finset.univ.inf'`.

```lean
/-- The smallest coarse onset is at most the onset of the union mesh, with equality exactly
when all coarse onsets coincide. -/
theorem min_onset_le_union_onset [Nonempty ι] [Nonempty M] {g : ℝ} (hg : 0 < g)
    {e : M → ι → ℝ} {Em : M → ℝ} {E : ℝ} (hm : ∀ m, IsOnset g (e m) (Em m))
    (hE : IsOnset g (fun p : M × ι => e p.1 p.2) E) :
    Finset.univ.inf' Finset.univ_nonempty Em ≤ E ∧
      (Finset.univ.inf' Finset.univ_nonempty Em = E ↔ ∀ m n, Em m = Em n) := by
  rcases union_onset_between hg hm hE with ⟨⟨m, h1⟩, ⟨n, h2⟩⟩ | h
  · have h3 := (Finset.inf'_le Em (Finset.mem_univ m)).trans_lt h1
    exact ⟨h3.le, fun q => absurd q h3.ne, fun q => absurd (q m n) (h1.trans h2).ne⟩
  · have h3 : Finset.univ.inf' Finset.univ_nonempty Em = E :=
      le_antisymm ((Finset.inf'_le Em (Finset.mem_univ (Classical.arbitrary M))).trans (h _).le)
        (Finset.le_inf' _ _ fun m _ => (h m).ge)
    exact ⟨h3.le, fun _ m n => (h m).trans (h n).symm, fun _ => h3⟩
```

## (i) Start of the averaged spectrum

Let $B_m$ be the set of bright lines of mesh $m$. Show that $\min\bigcup_mB_m=\min_mE_m$.

**Solution.** Each $E_m$ is bright by (e) and (f). Every line in $B_m$ is an eigenvalue of mesh $m$, hence at least $E_m$.

```lean
omit [DecidableEq M] in
/-- The bright lines of all coarse meshes taken together start at the smallest coarse onset. -/
theorem averaged_spectrum_onset [Nonempty ι] [Nonempty M] {g : ℝ} (hg : 0 < g)
    {e : M → ι → ℝ} {Em : M → ℝ} (hm : ∀ m, IsOnset g (e m) (Em m)) :
    IsLeast (⋃ m, brightLines g (e m)) (Finset.univ.inf' Finset.univ_nonempty Em) := by
  constructor
  · obtain ⟨m, _, h⟩ := Finset.exists_mem_eq_inf' Finset.univ_nonempty Em
    rw [h]
    obtain ⟨v, hv, hev⟩ := (hm m).1
    exact Set.mem_iUnion.2
      ⟨m, v, (bound_state_bright ((isOnset_iff hg).1 (hm m)).1 hv hev).1, hev⟩
  · intro x hx
    obtain ⟨m, v, hv, hev⟩ := Set.mem_iUnion.1 hx
    have hv0 : v ≠ 0 := fun h => hv (by simp [h])
    exact (Finset.inf'_le Em (Finset.mem_univ m)).trans ((hm m).2 ⟨v, hv0, hev⟩)
```

Averaging with positive weights removes no line. In this contact model with one pair state per k-point and a constant non-zero dipole, averaged coarse Bethe-Salpeter spectra thus start below the union spectrum unless all coarse onsets agree. The comparison is with the union mesh, not with the dense limit, and concerns line positions, not intensities or broadening. A momentum-dependent Coulomb interaction is not covered.

## (j) Two one-point meshes

Adding a constant to all pair energies shifts every eigenvalue by the same constant, so energies are measured here from the lower pair energy. For $g=4$ and pair energies $0$ and $3$, show that $E_0=-4$, $E_1=-1$ and $E=-3$.

**Solution.** The coarse matrices are the numbers $0-4$ and $3-4$. The union has coupling $4/2=2$:

$$\begin{pmatrix}-2&-2\\-2&1\end{pmatrix},\qquad \lambda^2+\lambda-6=0,\qquad \lambda\in\{-3,2\}.$$

The code checks the root condition of (f) instead, for the union $2\left(\frac13+\frac16\right)=1$.

```lean
/-- For `g = 4` and two one-point meshes with pair energies 0 and 3, the coarse onsets are
-4 and -1 and the onset of the union is -3. -/
theorem union_onset_witness :
    (∀ m : Fin 2, IsOnset 4 (fun _ : Fin 1 => ![(0 : ℝ), 3] m) (![(-4 : ℝ), -1] m)) ∧
      IsOnset 4 (fun p : Fin 2 × Fin 1 => ![(0 : ℝ), 3] p.1) (-3) := by
  constructor
  · intro m
    rw [isOnset_iff (by norm_num)]
    fin_cases m <;> norm_num [secular]
  · rw [isOnset_iff (by norm_num)]
    constructor
    · rintro ⟨i, j⟩
      fin_cases i <;> norm_num
    · norm_num [secular, Fintype.sum_prod_type, Fin.sum_univ_two]

end

end ExcitonMeshAveraging
```

```lean
#print axioms ExcitonMeshAveraging.min_onset_le_union_onset
#print axioms ExcitonMeshAveraging.averaged_spectrum_onset
```

```
'ExcitonMeshAveraging.min_onset_le_union_onset' depends on axioms: [propext, Classical.choice, Quot.sound]
'ExcitonMeshAveraging.averaged_spectrum_onset' depends on axioms: [propext, Classical.choice, Quot.sound]
```

## If the union kept the coarse coupling

The union could also have been modelled with coupling $g/N$ instead of $g/(NM)$. Each coarse Hamiltonian would then be a diagonal block of the union Hamiltonian, and the variational principle would give $E\le\min_mE_m$, the opposite order. That choice makes the total attraction grow with the number of meshes, so it no longer describes finer sampling of one fixed interaction.
